# A lower bound on the worst-case error of truncated cluster expansions for two-state sites

## Can refitting absorb the interactions I leave out?

I describe a binary alloy by a spin ±1 on each lattice site and expand its energy in products of spins over clusters. I can only afford some pairs and a few triplets, so I drop the other clusters and refit the interactions I keep. The refitted values do shift, as if they were taking over part of what I dropped. With a clever enough fit, could the retained interactions make up for the missing ones in every configuration?

## No: the omitted coefficients set a floor for every fit

The answer depends on which configurations count, and here all 2^N configurations of N sites do: the worst error is the maximum over all of them, and the coefficients are defined by their uniform average. With that choice, the root of the sum of the squared omitted coefficients is a lower limit that no refit can beat.

Write σ for a whole configuration and s_i(σ) = ±1 for the spin on site i. For a set S of sites, let Φ_S(σ) be the product of s_i(σ) over i in S, with Φ_∅ = 1. Let ⟨f⟩ be the sum of f(σ) over all σ, divided by 2^N. The coefficients of an energy E are

J_S = ⟨E Φ_S⟩.

**Different cluster functions are orthogonal.** The sum of Φ_S Φ_T over configurations factorises into one sum over s = ±1 for each site. If S ≠ T, some site lies in exactly one of the two sets, and its factor is (+1) + (−1) = 0. Hence ⟨Φ_S Φ_T⟩ = 0, while ⟨Φ_S²⟩ = 1 because Φ_S² = 1 everywhere.

**The full expansion is exact.** For two configurations σ and τ, multiplying out a product over sites gives

Σ_S Φ_S(σ) Φ_S(τ) = Π_i (1 + s_i(σ) s_i(τ)).

Each factor is 2 where the spins agree and 0 where they differ, so the result is 2^N for σ = τ and 0 otherwise. Therefore

Σ_S J_S Φ_S(σ) = 2^(−N) Σ_τ E(τ) Σ_S Φ_S(τ) Φ_S(σ) = E(σ).

**The mean square is a sum of squares.** Inserting this expansion for one factor of E gives

⟨E²⟩ = Σ_S J_S ⟨E Φ_S⟩ = Σ_S J_S².

**Refitting leaves the omitted part alone.** Let F be the family of retained clusters and g = Σ_{S∈F} a_S Φ_S any model built from them. By orthogonality, g has coefficient a_S for S in F and 0 for S outside F. The mean-square identity applied to E − g gives

⟨(E − g)²⟩ = Σ_{S∈F} (J_S − a_S)² + Σ_{S∉F} J_S² ≥ Σ_{S∉F} J_S².

If M = max |E − g|, then ⟨(E − g)²⟩ ≤ M², and so

max |E − g| ≥ √(Σ_{S∉F} J_S²).

**The bound can be attained.** If E = g + c Φ_T with T outside F, the error is |c| in every configuration. The only nonzero omitted coefficient can be J_T = c, so the right-hand side is |c| as well.

The same argument in Lean 4 with Mathlib:

```lean
import Mathlib

open Finset

namespace ClusterExpansionTruncation

noncomputable section

variable {ι : Type*} [Fintype ι] [DecidableEq ι]

/-- The spin value `+1` or `-1` of a two-state site. -/
def spin (b : Bool) : ℝ := if b then 1 else -1

/-- The cluster function: the product of the spins on the sites of `S`. -/
def cluster (S : Finset ι) (σ : ι → Bool) : ℝ := ∏ i ∈ S, spin (σ i)

/-- The uniform average over all spin configurations. -/
def average (f : (ι → Bool) → ℝ) : ℝ := (∑ σ, f σ) / 2 ^ Fintype.card ι

/-- The cluster coefficient `J_S` of an energy: its average against the cluster function. -/
def coeff (E : (ι → Bool) → ℝ) (S : Finset ι) : ℝ :=
  average (fun σ => E σ * cluster S σ)

/-- All models spanned by the cluster functions of the retained family `F`. -/
def clusterSpan (F : Finset (Finset ι)) : Submodule ℝ ((ι → Bool) → ℝ) :=
  Submodule.span ℝ (cluster '' (F : Set (Finset ι)))

/-- The largest absolute error of the model `g` over all configurations. -/
def maxError (E g : (ι → Bool) → ℝ) : ℝ :=
  univ.sup' univ_nonempty (fun σ => |E σ - g σ|)

omit [Fintype ι] [DecidableEq ι] in
/-- A cluster function has absolute value one in every configuration. -/
theorem abs_cluster (S : Finset ι) (σ : ι → Bool) : |cluster S σ| = 1 := by
  rw [cluster, Finset.abs_prod]
  exact prod_eq_one fun i _ => by cases σ i <;> simp [spin]

/-- Cluster functions of two different clusters are orthogonal under the uniform average. -/
theorem cluster_orthogonal {S T : Finset ι} (h : S ≠ T) :
    average (fun σ => cluster S σ * cluster T σ) = 0 := by
  -- the sum over configurations factorises over sites
  have key : ∑ σ : ι → Bool, cluster S σ * cluster T σ =
      ∏ i, ∑ b : Bool, ((if i ∈ S then spin b else 1) * (if i ∈ T then spin b else 1)) := by
    rw [Finset.prod_univ_sum, Fintype.piFinset_univ]
    refine sum_congr rfl fun σ _ => ?_
    rw [prod_mul_distrib]
    simp [cluster, Finset.prod_ite_mem]
  -- a site in just one of the clusters contributes a factor zero
  obtain ⟨i, hi⟩ : ∃ i, ¬(i ∈ S ↔ i ∈ T) := not_forall.mp fun hc => h (Finset.ext hc)
  have zero : ∏ i, ∑ b : Bool,
      ((if i ∈ S then spin b else 1) * (if i ∈ T then spin b else 1)) = 0 := by
    refine prod_eq_zero (mem_univ i) ?_
    by_cases hS : i ∈ S <;> by_cases hT : i ∈ T <;> simp [hS, hT, spin] at hi ⊢
  simp only [average]
  rw [key, zero, zero_div]

omit [DecidableEq ι] in
/-- Summed over all clusters, the products of cluster functions in two configurations give
`2 ^ N` if the configurations agree and zero otherwise. -/
theorem sum_cluster_mul (σ τ : ι → Bool) :
    ∑ S : Finset ι, cluster S σ * cluster S τ =
      if σ = τ then (2 : ℝ) ^ Fintype.card ι else 0 := by
  have h : ∑ S : Finset ι, cluster S σ * cluster S τ =
      ∏ i, (1 + spin (σ i) * spin (τ i)) := by
    rw [Finset.prod_one_add, Finset.powerset_univ]
    simp [cluster, Finset.prod_mul_distrib]
  rw [h]
  split_ifs with hst
  · subst hst
    have h2 : ∀ i, 1 + spin (σ i) * spin (σ i) = 2 := fun i => by
      cases σ i <;> norm_num [spin]
    simp [h2]
  · obtain ⟨i, hi⟩ := Function.ne_iff.mp hst
    refine prod_eq_zero (mem_univ i) ?_
    revert hi
    cases σ i <;> cases τ i <;> simp [spin]

/-- Every energy function of the spins equals its full cluster expansion. -/
theorem cluster_expansion (E : (ι → Bool) → ℝ) (σ : ι → Bool) :
    E σ = ∑ S, coeff E S * cluster S σ := by
  have h : ∑ S, coeff E S * cluster S σ =
      (∑ τ, E τ * ∑ S, cluster S τ * cluster S σ) / 2 ^ Fintype.card ι := by
    simp only [coeff, average, Finset.mul_sum, Finset.sum_div, Finset.sum_mul]
    rw [Finset.sum_comm]
    exact sum_congr rfl fun τ _ => sum_congr rfl fun S _ => by ring
  rw [h]
  simp [sum_cluster_mul]

/-- Parseval's identity: the mean square of an energy is the sum of its squared cluster
coefficients. -/
theorem parseval (E : (ι → Bool) → ℝ) :
    average (fun σ => E σ ^ 2) = ∑ S, coeff E S ^ 2 := by
  have h : ∀ σ, E σ ^ 2 = ∑ S, coeff E S * (E σ * cluster S σ) := by
    intro σ
    calc E σ ^ 2 = E σ * E σ := sq _
      _ = E σ * ∑ S, coeff E S * cluster S σ := by rw [← cluster_expansion E σ]
      _ = _ := by
        rw [Finset.mul_sum]
        exact sum_congr rfl fun S _ => by ring
  calc average (fun σ => E σ ^ 2)
      = ∑ S, coeff E S * average (fun σ => E σ * cluster S σ) := by
        simp only [average, h]
        rw [Finset.sum_comm, Finset.sum_div]
        refine sum_congr rfl fun S _ => ?_
        rw [← Finset.mul_sum, mul_div_assoc]
    _ = _ := sum_congr rfl fun S _ => (sq (coeff E S)).symm

/-- A model spanned by the retained clusters has zero coefficient on every omitted cluster. -/
theorem coeff_eq_zero {F : Finset (Finset ι)} {g : (ι → Bool) → ℝ}
    (hg : g ∈ clusterSpan F) {T : Finset ι} (hT : T ∉ F) : coeff g T = 0 := by
  unfold clusterSpan at hg
  induction hg using Submodule.span_induction with
  | mem x hx =>
    obtain ⟨S, hS, rfl⟩ := hx
    have hne : S ≠ T := by
      rintro rfl
      exact hT (mem_coe.mp hS)
    exact cluster_orthogonal hne
  | zero => simp [coeff, average]
  | add x y _ _ hx hy =>
    have h : coeff (x + y) T = coeff x T + coeff y T := by
      simp only [coeff, average, Pi.add_apply, add_mul, sum_add_distrib, add_div]
    rw [h, hx, hy, add_zero]
  | smul a x _ hx =>
    have h : coeff (a • x) T = a * coeff x T := by
      simp only [coeff, average, Pi.smul_apply, smul_eq_mul, mul_assoc, ← Finset.mul_sum,
        mul_div_assoc]
    rw [h, hx, mul_zero]

/-- The mean-square error of any model spanned by the retained clusters is at least the sum of
the squared omitted coefficients. -/
theorem meanSquare_error_ge (E : (ι → Bool) → ℝ) {F : Finset (Finset ι)}
    {g : (ι → Bool) → ℝ} (hg : g ∈ clusterSpan F) :
    ∑ S ∈ Fᶜ, coeff E S ^ 2 ≤ average (fun σ => (E σ - g σ) ^ 2) := by
  have hp : average (fun σ => (E σ - g σ) ^ 2) =
      ∑ S, coeff (fun σ => E σ - g σ) S ^ 2 := parseval (fun σ => E σ - g σ)
  have hsub : ∀ S, coeff (fun σ => E σ - g σ) S = coeff E S - coeff g S := fun S => by
    simp only [coeff, average, sub_mul, sum_sub_distrib, sub_div]
  rw [hp]
  calc ∑ S ∈ Fᶜ, coeff E S ^ 2 = ∑ S ∈ Fᶜ, coeff (fun σ => E σ - g σ) S ^ 2 :=
        sum_congr rfl fun S hS => by
          rw [hsub, coeff_eq_zero hg (mem_compl.mp hS), sub_zero]
    _ ≤ _ := sum_le_sum_of_subset_of_nonneg (subset_univ _) fun _ _ _ => sq_nonneg _

/-- For every model spanned by the retained clusters, the largest error over all configurations
is at least the root of the sum of the squared omitted coefficients. -/
theorem maxError_ge (E : (ι → Bool) → ℝ) {F : Finset (Finset ι)}
    {g : (ι → Bool) → ℝ} (hg : g ∈ clusterSpan F) :
    √(∑ S ∈ Fᶜ, coeff E S ^ 2) ≤ maxError E g := by
  have hle : ∀ σ, |E σ - g σ| ≤ maxError E g := fun σ =>
    Finset.le_sup' (fun σ => |E σ - g σ|) (mem_univ σ)
  have h0 : 0 ≤ maxError E g := (abs_nonneg _).trans (hle fun _ => true)
  refine Real.sqrt_le_iff.mpr ⟨h0, (meanSquare_error_ge E hg).trans ?_⟩
  -- an average of squares is at most the largest square
  simp only [average]
  rw [div_le_iff₀ (by positivity)]
  calc ∑ σ, (E σ - g σ) ^ 2 ≤ ∑ _σ : ι → Bool, maxError E g ^ 2 :=
        sum_le_sum fun σ _ => by
          rw [← sq_abs (E σ - g σ)]
          exact pow_le_pow_left₀ (abs_nonneg _) (hle σ) 2
    _ = maxError E g ^ 2 * 2 ^ Fintype.card ι := by simp [mul_comm]

/-- The lower bound is attained when the energy is a retained model `g` plus a single omitted
cluster term. -/
theorem maxError_eq_of_single {F : Finset (Finset ι)} {g : (ι → Bool) → ℝ}
    (hg : g ∈ clusterSpan F) {T : Finset ι} (hT : T ∉ F) (c : ℝ) :
    maxError (fun σ => g σ + c * cluster T σ) g =
      √(∑ S ∈ Fᶜ, coeff (fun σ => g σ + c * cluster T σ) S ^ 2) := by
  have hc : coeff (fun σ => g σ + c * cluster T σ) T = c := by
    have h1 : coeff (fun σ => g σ + c * cluster T σ) T =
        coeff g T + c * average (fun σ => cluster T σ * cluster T σ) := by
      simp only [coeff, average, add_mul, sum_add_distrib, add_div, mul_assoc,
        ← Finset.mul_sum, mul_div_assoc]
    have h2 : ∀ σ, cluster T σ * cluster T σ = 1 := fun σ => by
      rw [← abs_mul_abs_self, abs_cluster, one_mul]
    rw [h1, coeff_eq_zero hg hT]
    simp [average, h2]
  refine le_antisymm ?_ (maxError_ge _ hg)
  -- the error has the constant magnitude |c|
  have hmax : maxError (fun σ => g σ + c * cluster T σ) g ≤ |c| := by
    unfold maxError
    refine Finset.sup'_le _ _ fun σ _ => ?_
    show |g σ + c * cluster T σ - g σ| ≤ |c|
    rw [add_sub_cancel_left, abs_mul, abs_cluster, mul_one]
  refine hmax.trans (Real.abs_le_sqrt ?_)
  have hs := Finset.single_le_sum
    (f := fun S => coeff (fun σ => g σ + c * cluster T σ) S ^ 2)
    (fun S _ => sq_nonneg _) (mem_compl.mpr hT)
  simpa only [hc] using hs

end

end ClusterExpansionTruncation
```

```lean
#print axioms ClusterExpansionTruncation.cluster_expansion
#print axioms ClusterExpansionTruncation.maxError_eq_of_single
```

```
'ClusterExpansionTruncation.cluster_expansion' depends on axioms: [propext, Classical.choice, Quot.sound]
'ClusterExpansionTruncation.maxError_eq_of_single' depends on axioms: [propext, Classical.choice, Quot.sound]
```

The sites form a finite type `ι`, and a configuration is a function `ι → Bool`, with `true` read as spin +1 and `false` as −1; these stand for the two atomic species. Here `σ` is the whole configuration, whereas alloy texts often write σ_i for a single spin. The function `cluster S σ` is Φ_S(σ), and `coeff E S` is J_S. There is one coefficient for each set of sites; the usual alloy convention shares one interaction among all symmetry-equivalent clusters and counts their multiplicity. The average is uniform, not thermal.

The theorem `maxError_ge` takes any real function `E` of the configurations, any family `F` of clusters and any `g` in `clusterSpan F`, the linear span of the retained cluster functions. `F` need not contain the empty cluster or the subsets of its members. Since `g` is arbitrary in that span, it may come from least squares, from a minimax fit or from full knowledge of `E`. The complement `Fᶜ` contains every omitted set of sites, and `maxError E g` is the largest absolute difference over all configurations. The second theorem, `maxError_eq_of_single`, states equality for a retained model plus one omitted term; it makes no such claim for a general energy.

The setting is a finite set of two-state sites with one energy per occupation. Within it, the result bears on cluster expansions fitted to electronic-structure energies and then used in lattice Monte Carlo. One step to practice that the hypotheses leave open is the passage from all 2^N configurations to the structures one actually samples.

In the proof, `cluster_orthogonal` uses `Finset.prod_univ_sum` to exchange the sum over configurations for a product of single-site sums, then finds the site whose factor vanishes. In `sum_cluster_mul`, `Finset.prod_one_add` multiplies out Π_i (1 + s_i(σ) s_i(τ)) into a sum over clusters. `cluster_expansion` exchanges the sums over clusters and configurations and applies that identity, and `parseval` inserts the expansion into E².

The lemma `coeff_eq_zero` does not write g with explicit coefficients a_S. It uses `Submodule.span_induction`: the omitted coefficient vanishes for each retained cluster function and for zero, and this survives addition and scaling. `meanSquare_error_ge` then applies `parseval` to E − g, replaces its omitted coefficients by those of E, and discards the nonnegative retained terms. `maxError_ge` bounds each squared error by the squared maximum and uses `Real.sqrt_le_iff` to pass to the root.

For the equality case, `le_antisymm` joins two inequalities. One is `maxError_ge`. The other follows because `abs_cluster` makes the error |c| everywhere, while c² is one of the nonnegative terms under the root.

As an illustration, take a ring of eight sites with all 256 total energies known. The coefficient of a pair is the sum of the energies with like spins on its two sites, minus the sum with unlike spins, divided by 256. Suppose each of the four pairs of opposite sites has coefficient 5 meV, and only these four are omitted. Keeping the other coefficients unchanged gives an error of 20 meV when all spins are equal. A refit may lower the worst error, but not below √(4 · 5²) = 10 meV for the ring, or 1.25 meV per site. This value per site depends on the size: on a larger ring of N sites, with N even and the same 5 meV for each of the N/2 opposite pairs, the bound per site falls as 1/√N, so it says little about the error per site in a large cell.

It would be wrong to apply the bound to the worst error at fixed composition. Take two sites with E = s_1 s_2 and retain only the constant. Over all four configurations the bound is 1. At equal composition only +− and −+ remain, both with energy −1, and the constant −1 fits them perfectly. This is also how your refitted interactions can seem to take over the missing ones: on a restricted set of structures, different cluster functions may coincide or overlap, and a fit can trade one for another. Over the full set they are orthogonal: a refit may still lower the worst error, but it cannot cancel a nonzero omitted term or beat the bound.
